# Rewrapping with updated image vectors preserves the periodic pair virial but can change the position virial

Before computing the pressure, a molecular dynamics code may move particles that have left the periodic cell back into it. For pair forces that depend only on image separations, the pair virial is safe under this step if the image vectors are updated too; the sum of position times net force generally is not.

Let the columns of the real matrix $H$ be the cell edges. Particle $i$ has position $x_i$, and the integer vector $n_{ij}$ selects an image of particle $j$. The image separation is $s_{ij}=x_i-x_j+Hn_{ij}$. Rewrapping by integer vectors $m_i$ means

$$x_i'=x_i+Hm_i,\qquad n_{ij}'=n_{ij}-m_i+m_j.$$

In the code, `ι` labels particles and `d` labels both Cartesian components and cell edges, in any finite dimension. `latticeVec H k` is $Hk$, `sep` is $s_{ij}$, and the force law `g` gives $f_{ij}=g_{ij}(s_{ij})$. The cell is fixed, and each ordered pair interacts through one selected image.

In Lean 4 with Mathlib:

```lean
import Mathlib

open Matrix

namespace PeriodicVirial

noncomputable section

variable {ι d : Type*} [Fintype d]

/-- The lattice translation with integer coordinates `k` in a periodic cell whose
edge vectors are the columns of `H`. -/
def latticeVec (H : Matrix d d ℝ) (k : d → ℤ) : d → ℝ :=
  H *ᵥ (fun a => (k a : ℝ))

/-- The separation of particle `i` from the periodic image of particle `j` selected by `n i j`. -/
def sep (H : Matrix d d ℝ) (x : ι → d → ℝ) (n : ι → ι → d → ℤ) (i j : ι) : d → ℝ :=
  x i - x j + latticeVec H (n i j)

/-- The pair forces obtained from a force law `g` evaluated at the image separations. -/
def pairForce (g : ι → ι → (d → ℝ) → (d → ℝ)) (H : Matrix d d ℝ)
    (x : ι → d → ℝ) (n : ι → ι → d → ℤ) (i j : ι) : d → ℝ :=
  g i j (sep H x n i j)

/-- Positions after particle `i` is moved by `m i` cells. -/
def wrapPos (H : Matrix d d ℝ) (m : ι → d → ℤ) (x : ι → d → ℝ) (i : ι) : d → ℝ :=
  x i + latticeVec H (m i)

/-- Image vectors after particle `i` is moved by `m i` cells. -/
def wrapImg (m : ι → d → ℤ) (n : ι → ι → d → ℤ) (i j : ι) : d → ℤ :=
  n i j - m i + m j
```

## (a) Lattice translations add

Show for integer vectors $k,a,b$ that

$$H(k-a+b)=Hk-Ha+Hb.$$

**Solution.** Converting integers to reals respects addition and subtraction, and multiplication by $H$ is linear. The proof establishes the first fact as `h`, then distributes the matrix product.

```lean
/-- Lattice translations combine linearly under the update rule of the image vectors. -/
theorem latticeVec_rewrap (H : Matrix d d ℝ) (k a b : d → ℤ) :
    latticeVec H (k - a + b) = latticeVec H k - latticeVec H a + latticeVec H b := by
  have h : (fun c => (((k - a + b) c : ℤ) : ℝ))
      = (fun c => (k c : ℝ)) - (fun c => (a c : ℝ)) + (fun c => (b c : ℝ)) := by
    ext c
    simp
  unfold latticeVec
  rw [h, Matrix.mulVec_add, Matrix.mulVec_sub]
```

## (b) Separations are unchanged

Show that $s_{ij}'=s_{ij}$ for every pair.

**Solution.** By (a),

$$s_{ij}'=x_i+Hm_i-x_j-Hm_j+Hn_{ij}-Hm_i+Hm_j=s_{ij}.$$

The tactic `abel` performs this cancellation.

```lean
/-- Rewrapping leaves every image separation unchanged. -/
theorem sep_rewrap (H : Matrix d d ℝ) (m : ι → d → ℤ) (x : ι → d → ℝ)
    (n : ι → ι → d → ℤ) :
    sep H (wrapPos H m x) (wrapImg m n) = sep H x n := by
  funext i j
  simp only [sep, wrapPos, wrapImg, latticeVec_rewrap]
  abel
```

## (c) The position virial shifts

For finitely many particles, define the net force and three virials:

$$F_i=\sum_j f_{ij},\quad W=\sum_{i,j}s_{ij}\cdot f_{ij},\quad P=\sum_i x_i\cdot F_i,\quad I=\sum_{i,j}(Hn_{ij})\cdot f_{ij}.$$

These are `netForce`, `pairVirial`, `positionVirial` and `imageVirial`. The double sums run over ordered pairs, so each pair of distinct particles enters twice, and no prefactor for the pressure is included.

Show that, at fixed forces,

$$P'=P+\sum_i(Hm_i)\cdot F_i.$$

**Solution.** Expand $(x_i+Hm_i)\cdot F_i$ and sum over $i$. The proof uses the same two distributive laws.

```lean
variable [Fintype ι]

/-- The net force on particle `i`. -/
def netForce (f : ι → ι → d → ℝ) (i : ι) : d → ℝ := ∑ j, f i j

/-- The periodic virial: image separation times pair force, summed over ordered pairs. -/
def pairVirial (H : Matrix d d ℝ) (x : ι → d → ℝ) (n : ι → ι → d → ℤ)
    (f : ι → ι → d → ℝ) : ℝ :=
  ∑ i, ∑ j, sep H x n i j ⬝ᵥ f i j

/-- The position virial: position times net force, summed over particles. -/
def positionVirial (x : ι → d → ℝ) (f : ι → ι → d → ℝ) : ℝ :=
  ∑ i, x i ⬝ᵥ netForce f i

/-- The image part of the periodic virial: lattice translation times pair force,
summed over ordered pairs. -/
def imageVirial (H : Matrix d d ℝ) (n : ι → ι → d → ℤ) (f : ι → ι → d → ℝ) : ℝ :=
  ∑ i, ∑ j, latticeVec H (n i j) ⬝ᵥ f i j

/-- At fixed forces, rewrapping changes the position virial by the sum of
lattice translation times net force. -/
theorem positionVirial_rewrap (H : Matrix d d ℝ) (m : ι → d → ℤ) (x : ι → d → ℝ)
    (f : ι → ι → d → ℝ) :
    positionVirial (wrapPos H m x) f
      = positionVirial x f + ∑ i, latticeVec H (m i) ⬝ᵥ netForce f i := by
  simp only [positionVirial, wrapPos, add_dotProduct, Finset.sum_add_distrib]
```

## (d) Recomputed forces leave the pair virial unchanged

Now evaluate the force law again after rewrapping. Show that

$$f_{ij}'=f_{ij},\qquad W'=W,\qquad P'=P+\sum_i(Hm_i)\cdot F_i.$$

**Solution.** The force law receives the same separations by (b), so it returns the same forces. Both factors in each term of $W$ are therefore unchanged, and (c) gives the last equation. In the proof, `hf` records the equality of forces and is used for both virials. Antisymmetry is not needed.

The same argument by hand shows that the tensor $\sum_{i,j}s_{ij}\otimes f_{ij}$ is unchanged.

```lean
/-- When the forces are recomputed after rewrapping, the pair forces and the periodic virial
are unchanged, and the position virial changes by the sum of lattice translation
times net force. -/
theorem virials_under_rewrapping (g : ι → ι → (d → ℝ) → (d → ℝ)) (H : Matrix d d ℝ)
    (m : ι → d → ℤ) (x : ι → d → ℝ) (n : ι → ι → d → ℤ) :
    pairForce g H (wrapPos H m x) (wrapImg m n) = pairForce g H x n ∧
    pairVirial H (wrapPos H m x) (wrapImg m n)
        (pairForce g H (wrapPos H m x) (wrapImg m n))
      = pairVirial H x n (pairForce g H x n) ∧
    positionVirial (wrapPos H m x) (pairForce g H (wrapPos H m x) (wrapImg m n))
      = positionVirial x (pairForce g H x n)
        + ∑ i, latticeVec H (m i) ⬝ᵥ netForce (pairForce g H x n) i := by
  -- the force law only sees the separations
  have hf : pairForce g H (wrapPos H m x) (wrapImg m n) = pairForce g H x n := by
    funext i j
    simp only [pairForce, sep_rewrap]
  refine ⟨hf, ?_, ?_⟩
  · rw [hf]
    simp only [pairVirial, sep_rewrap]
  · rw [hf, positionVirial_rewrap]
```

## (e) The cubic box

For $H=L\mathbf 1$, show at fixed forces that

$$P'=P+L\sum_i m_i\cdot F_i.$$

**Solution.** Here $Hm_i=Lm_i$; take $L$ out of the sum in (c).

```lean
/-- In a cubic box of edge `L`, rewrapping at fixed forces changes the position virial by
`L` times the sum of integer shift times net force. -/
theorem positionVirial_rewrap_cubic [DecidableEq d] (L : ℝ) (m : ι → d → ℤ)
    (x : ι → d → ℝ) (f : ι → ι → d → ℝ) :
    positionVirial (wrapPos (L • (1 : Matrix d d ℝ)) m x) f
      = positionVirial x f + L * ∑ i, (fun a => (m i a : ℝ)) ⬝ᵥ netForce f i := by
  rw [positionVirial_rewrap, Finset.mul_sum]
  simp only [latticeVec, Matrix.smul_mulVec, Matrix.one_mulVec, smul_dotProduct, smul_eq_mul]
```

## (f) The image part compensates

Assume $f_{ij}=-f_{ji}$, Newton's third law for the pair forces. Show at fixed forces that

$$I'=I-2\sum_i(Hm_i)\cdot F_i.$$

**Solution.** Write $S=\sum_i(Hm_i)\cdot F_i$. The $-m_i$ term contributes $-S$. For the $+m_j$ term, exchange the labels:

$$\sum_{i,j}(Hm_j)\cdot f_{ij}=\sum_{i,j}(Hm_i)\cdot f_{ji}=-S.$$

The total change is $-2S$. It compensates the shift of the position virial in $W$: by the same exchange of labels, $\sum_{i,j}(x_i-x_j)\cdot f_{ij}=2P$, so $W=2P+I$, and $2P$ changes by $+2S$. This decomposition of $W$ is made by hand and is not part of the code. In the code, `h1` and `h2` evaluate the sums of $(Hm_i)\cdot f_{ij}$ and $(Hm_j)\cdot f_{ij}$; `Finset.sum_comm` exchanges the labels.

```lean
/-- At fixed antisymmetric pair forces, rewrapping changes the image part of the virial by minus
twice the sum of lattice translation times net force. -/
theorem imageVirial_rewrap (H : Matrix d d ℝ) (m : ι → d → ℤ) (n : ι → ι → d → ℤ)
    (f : ι → ι → d → ℝ) (hf : ∀ i j, f i j = -f j i) :
    imageVirial H (wrapImg m n) f
      = imageVirial H n f - 2 * ∑ i, latticeVec H (m i) ⬝ᵥ netForce f i := by
  have h1 : ∑ i, ∑ j, latticeVec H (m i) ⬝ᵥ f i j
      = ∑ i, latticeVec H (m i) ⬝ᵥ netForce f i := by
    simp only [netForce, dotProduct_sum]
  -- exchanging the two particles of each pair reverses the sign
  have h2 : ∑ i, ∑ j, latticeVec H (m j) ⬝ᵥ f i j
      = -∑ i, latticeVec H (m i) ⬝ᵥ netForce f i := by
    rw [Finset.sum_comm, ← h1]
    simp only [← Finset.sum_neg_distrib]
    refine Finset.sum_congr rfl fun i _ => Finset.sum_congr rfl fun j _ => ?_
    rw [hf j i, dotProduct_neg]
  simp only [imageVirial, wrapImg, latticeVec_rewrap, add_dotProduct, sub_dotProduct,
    Finset.sum_add_distrib, Finset.sum_sub_distrib]
  rw [h1, h2]
  ring
```

## (g) When the position virial is invariant

Let $\det H\ne0$, so that the cell edges are linearly independent. Show at fixed forces that

$$P'=P\text{ for every choice of }m\quad\Longleftrightarrow\quad F_i=0\text{ for every }i.$$

**Solution.** If all net forces vanish, so does the shift in (c). Conversely, move only particle $i$, by one cell along edge $k$. Invariance gives $(He_k)\cdot F_i=0$, where $e_k$ is the $k$th unit vector. This holds for every $k$, so $F_i^{\mathsf T}H=0$, and invertibility of $H$ gives $F_i=0$. The nested `Pi.single` is this one-particle move.

```lean
/-- In a nondegenerate cell, the position virial at fixed forces is unchanged by every
rewrapping exactly when the net force on each particle vanishes. -/
theorem positionVirial_invariant_iff [DecidableEq d] (H : Matrix d d ℝ) (hH : H.det ≠ 0)
    (x : ι → d → ℝ) (f : ι → ι → d → ℝ) :
    (∀ m : ι → d → ℤ, positionVirial (wrapPos H m x) f = positionVirial x f)
      ↔ ∀ i, netForce f i = 0 := by
  classical
  constructor
  · intro h i
    apply Matrix.eq_zero_of_vecMul_eq_zero hH
    funext k
    -- move only particle i, by one cell along edge k
    have hk := h (Pi.single i (Pi.single k 1))
    rw [positionVirial_rewrap, Finset.sum_eq_single i] at hk
    · have e : (fun c => ((Pi.single k 1 : d → ℤ) c : ℝ)) = Pi.single k 1 := by
        ext c
        by_cases hc : c = k
        · subst hc
          simp
        · simp [hc]
      rw [Pi.single_eq_same, latticeVec, e, dotProduct_comm, Matrix.dotProduct_mulVec,
        dotProduct_single, mul_one] at hk
      simpa using hk
    · intro j _ hj
      have hz : latticeVec H (0 : d → ℤ) = 0 := by
        ext c
        simp [latticeVec, Matrix.mulVec, dotProduct]
      rw [Pi.single_eq_of_ne hj, hz, zero_dotProduct]
    · intro hi
      exact absurd (Finset.mem_univ i) hi
  · intro h m
    rw [positionVirial_rewrap]
    simp [h]
```

## (h) A spring across the boundary

Two particles at $1/10$ and $9/10$ in a one-dimensional cell of length $1$ are joined across the boundary by a spring with $f=-s$. Show that the forces are antisymmetric and that moving the first particle by one cell, with the forces unchanged as in (d), gives

$$P=\tfrac{4}{25},\qquad P'=-\tfrac{1}{25}.$$

**Solution.** Number the particles $0$ and $1$, as in the code. Then $s_{01}=1/10-9/10+1=1/5$ and $s_{10}=-1/5$, so $F_0=-1/5$ and $F_1=1/5$; the self-terms vanish. Hence

$$P=-\tfrac{1}{50}+\tfrac{9}{50}=\tfrac{4}{25},\qquad P'=-\tfrac{11}{50}+\tfrac{9}{50}=-\tfrac{1}{25}.$$

The proof checks antisymmetry case by case and evaluates both sums with `norm_num`.

```lean
/-- Positions 1/10 and 9/10 of two particles on a line. -/
def springPos : Fin 2 → Fin 1 → ℝ := ![![1 / 10], ![9 / 10]]

/-- Image vectors that connect the two particles across the cell boundary. -/
def springImg : Fin 2 → Fin 2 → Fin 1 → ℤ := ![![![0], ![1]], ![![-1], ![0]]]

/-- The pair forces of a spring of unit stiffness and zero rest length in a cell of unit length. -/
def springForce : Fin 2 → Fin 2 → Fin 1 → ℝ :=
  pairForce (fun _ _ r => -r) !![1] springPos springImg

/-- The spring forces across the boundary are antisymmetric, and moving the first particle
by one cell changes the position virial from 4/25 to -1/25. -/
theorem spring_witness :
    (∀ i j, springForce i j = -springForce j i) ∧
    positionVirial springPos springForce = 4 / 25 ∧
    positionVirial (wrapPos !![1] ![![1], ![0]] springPos) springForce = -1 / 25 := by
  refine ⟨?_, ?_, ?_⟩
  · intro i j
    ext k
    fin_cases i <;> fin_cases j <;> fin_cases k <;>
      norm_num [springForce, pairForce, sep, latticeVec, springPos, springImg,
        Matrix.mulVec, dotProduct]
  · norm_num [positionVirial, netForce, springForce, pairForce, sep, latticeVec, springPos,
      springImg, Matrix.mulVec, dotProduct, Fin.sum_univ_two]
  · norm_num [positionVirial, netForce, springForce, pairForce, sep, latticeVec, springPos,
      springImg, wrapPos, Matrix.mulVec, dotProduct, Fin.sum_univ_two]

end

end PeriodicVirial
```

```lean
#print axioms PeriodicVirial.virials_under_rewrapping
#print axioms PeriodicVirial.positionVirial_rewrap_cubic
#print axioms PeriodicVirial.imageVirial_rewrap
#print axioms PeriodicVirial.positionVirial_invariant_iff
```

```
'PeriodicVirial.virials_under_rewrapping' depends on axioms: [propext, Classical.choice, Quot.sound]
'PeriodicVirial.positionVirial_rewrap_cubic' depends on axioms: [propext, Classical.choice, Quot.sound]
'PeriodicVirial.imageVirial_rewrap' depends on axioms: [propext, Classical.choice, Quot.sound]
'PeriodicVirial.positionVirial_invariant_iff' depends on axioms: [propext, Classical.choice, Quot.sound]
```
